# Thresholding can destroy the positive definiteness of a three-orbital overlap matrix

Discarding small overlaps between orbitals can spoil an overlap matrix. Discarding means here that every element of modulus strictly below a threshold $\varepsilon$ becomes zero, and all others keep their values. For three normalised real orbitals in a row, with neighbour overlap $4/5$ and end-to-end overlap $1/2$, deleting only the end-to-end elements is enough to lose positivity.

```lean
import Mathlib

open Matrix

namespace OverlapThresholding

noncomputable section

/-- The symmetric matrix with unit diagonal, neighbour entries `s` and corner entries `t`: the form
of the overlap matrix of three normalised real orbitals in a row. For arbitrary real `s` and `t`
such orbitals need not exist. -/
def overlap (s t : ℝ) : Matrix (Fin 3) (Fin 3) ℝ :=
  !![1, s, t; s, 1, s; t, s, 1]

/-- Thresholding: every matrix element of modulus below `ε` is replaced by zero. -/
def threshold {n : Type*} (ε : ℝ) (A : Matrix n n ℝ) : Matrix n n ℝ :=
  Matrix.of fun i j => if |A i j| < ε then 0 else A i j

/-- The quadratic form of `overlap s t`, written with the even and odd combinations of the end
coefficients. -/
theorem overlap_form (s t : ℝ) (x : Fin 3 → ℝ) :
    x ⬝ᵥ overlap s t *ᵥ x =
      (x 1 + s * (x 0 + x 2)) ^ 2 + (1 + t - 2 * s ^ 2) / 2 * (x 0 + x 2) ^ 2
        + (1 - t) / 2 * (x 0 - x 2) ^ 2 := by
  simp [overlap, Matrix.mulVec, dotProduct, Fin.sum_univ_three]
  ring

/-- The determinant of the three-orbital overlap matrix factorises. -/
theorem det_overlap (s t : ℝ) :
    (overlap s t).det = (1 - t) * (1 + t - 2 * s ^ 2) := by
  simp [overlap, Matrix.det_fin_three]
  ring

/-- The three-orbital overlap matrix is positive definite exactly when `t < 1` and
`2 s² < 1 + t`. -/
theorem overlap_posDef_iff (s t : ℝ) :
    (overlap s t).PosDef ↔ t < 1 ∧ 2 * s ^ 2 < 1 + t := by
  constructor
  · intro h
    -- the odd and the even trial combination give the two conditions
    have h1 := h.dotProduct_mulVec_pos (x := ![1, 0, -1])
      (fun h0 => by simpa using congrFun h0 0)
    have h2 := h.dotProduct_mulVec_pos (x := ![1, -2 * s, 1])
      (fun h0 => by simpa using congrFun h0 0)
    rw [star_trivial, overlap_form] at h1 h2
    simp only [Matrix.cons_val_zero, Matrix.cons_val_one, Matrix.cons_val] at h1 h2
    constructor
    · nlinarith
    · nlinarith
  · rintro ⟨ht, hs⟩
    rw [Matrix.posDef_iff_dotProduct_mulVec]
    constructor
    · apply Matrix.IsHermitian.ext
      intro i j
      fin_cases i <;> fin_cases j <;> simp [overlap]
    · intro x hx
      rw [star_trivial, overlap_form]
      have ha : 0 < (1 + t - 2 * s ^ 2) / 2 := by linarith
      have hb : 0 < (1 - t) / 2 := by linarith
      have n1 := sq_nonneg (x 1 + s * (x 0 + x 2))
      have n2 := mul_nonneg ha.le (sq_nonneg (x 0 + x 2))
      have n3 := mul_nonneg hb.le (sq_nonneg (x 0 - x 2))
      by_contra hneg
      -- a sum of squares that is not positive has only vanishing terms
      have e2 : x 0 + x 2 = 0 := by
        by_contra hn
        have := mul_pos ha ((sq_nonneg (x 0 + x 2)).lt_of_ne' (pow_ne_zero 2 hn))
        linarith
      have e3 : x 0 - x 2 = 0 := by
        by_contra hn
        have := mul_pos hb ((sq_nonneg (x 0 - x 2)).lt_of_ne' (pow_ne_zero 2 hn))
        linarith
      have e1 : x 1 + s * (x 0 + x 2) = 0 := by
        by_contra hn
        have := (sq_nonneg (x 1 + s * (x 0 + x 2))).lt_of_ne' (pow_ne_zero 2 hn)
        linarith
      rw [e2, mul_zero, add_zero] at e1
      have z0 : x 0 = 0 := by linarith
      have z2 : x 2 = 0 := by linarith
      apply hx
      funext i
      fin_cases i
      · exact z0
      · exact e1
      · exact z2

/-- A threshold above `|t|` but not above `|s|` or `1` removes just the corner entries. -/
theorem threshold_overlap {s t ε : ℝ} (ht : |t| < ε) (hs : ε ≤ |s|) (h1 : ε ≤ 1) :
    threshold ε (overlap s t) = overlap s 0 := by
  have hs' : ¬ |s| < ε := not_lt.mpr hs
  have h1' : ¬ 1 < ε := not_lt.mpr h1
  ext i j
  fin_cases i <;> fin_cases j <;> simp [threshold, overlap, ht, hs', h1']

/-- When the threshold removes just the corner entries, the resulting matrix is positive
definite exactly when `2 s² < 1`. -/
theorem threshold_posDef_iff {s t ε : ℝ} (ht : |t| < ε) (hs : ε ≤ |s|) (h1 : ε ≤ 1) :
    (threshold ε (overlap s t)).PosDef ↔ 2 * s ^ 2 < 1 := by
  rw [threshold_overlap ht hs h1, overlap_posDef_iff]
  simp

/-- The overlap matrix with neighbour entries `4/5` and corner entries `1/2` is positive
definite, but any threshold `ε` with `1/2 < ε ≤ 4/5` turns its determinant into `-7/25`. -/
theorem thresholding_destroys_positivity :
    (overlap (4 / 5) (1 / 2)).PosDef ∧
      ∀ ε : ℝ, 1 / 2 < ε → ε ≤ 4 / 5 →
        (threshold ε (overlap (4 / 5) (1 / 2))).det = -7 / 25 := by
  constructor
  · rw [overlap_posDef_iff]
    norm_num
  · intro ε h h'
    have ht : |(1 / 2 : ℝ)| < ε := by
      rw [abs_of_pos (by norm_num)]
      exact h
    have hs : ε ≤ |(4 / 5 : ℝ)| := by
      rw [abs_of_pos (by norm_num)]
      exact h'
    rw [threshold_overlap ht hs (by linarith), det_overlap]
    norm_num

/-- With neighbour entries `4/5` and the corners set to zero, the quadratic form of the matrix takes
the value `-11/5` at the coefficient vector `(2, -3, 2)`. -/
theorem negative_squared_norm :
    ![2, -3, 2] ⬝ᵥ overlap (4 / 5) 0 *ᵥ ![2, -3, 2] = -11 / 5 := by
  rw [overlap_form]
  simp only [Matrix.cons_val_zero, Matrix.cons_val_one, Matrix.cons_val]
  norm_num

/-- Safe thresholding: if the quadratic form of a symmetric `N × N` matrix is at least `m`
times the squared length, a threshold `ε ≥ 0` with `N ε < m` leaves it positive definite. -/
theorem threshold_posDef_of_gap {n : Type*} [Fintype n] {S : Matrix n n ℝ} {m ε : ℝ}
    (hS : S.IsHermitian) (hm : ∀ x : n → ℝ, m * (x ⬝ᵥ x) ≤ x ⬝ᵥ S *ᵥ x)
    (hε : 0 ≤ ε) (hgap : (Fintype.card n : ℝ) * ε < m) :
    (threshold ε S).PosDef := by
  rw [Matrix.posDef_iff_dotProduct_mulVec]
  constructor
  · apply Matrix.IsHermitian.ext
    intro i j
    have h : S j i = S i j := by simpa using hS.apply i j
    simp [threshold, h]
  · intro x hx
    rw [star_trivial]
    have expand : ∀ A : Matrix n n ℝ,
        x ⬝ᵥ A *ᵥ x = ∑ i, ∑ j, x i * (A i j * x j) := by
      intro A
      simp only [dotProduct, Matrix.mulVec, Finset.mul_sum]
    -- deleting or keeping a term costs at most `ε` times the mean of the two squared coefficients
    have term : ∀ i j, x i * (S i j * x j) ≤
        x i * (threshold ε S i j * x j) + ε * ((x i * x i + x j * x j) / 2) := by
      intro i j
      by_cases h : |S i j| < ε
      · have hT : threshold ε S i j = 0 := by simp [threshold, h]
        obtain ⟨hl, hu⟩ := abs_lt.mp h
        rw [hT]
        nlinarith [mul_nonneg (sub_nonneg.mpr hu.le) (sq_nonneg (x i + x j)),
          mul_nonneg (by linarith : 0 ≤ ε + S i j) (sq_nonneg (x i - x j))]
      · have hT : threshold ε S i j = S i j := by simp [threshold, h]
        rw [hT]
        have := mul_nonneg hε (by nlinarith [mul_self_nonneg (x i), mul_self_nonneg (x j)] :
          0 ≤ (x i * x i + x j * x j) / 2)
        linarith
    have total : ∑ i, ∑ j, ε * ((x i * x i + x j * x j) / 2) =
        (Fintype.card n : ℝ) * ε * (x ⬝ᵥ x) := by
      have gen : ∀ q : n → ℝ, ∑ i, ∑ j, ε * ((q i + q j) / 2) =
          (Fintype.card n : ℝ) * ε * ∑ i, q i := by
        intro q
        simp only [← Finset.mul_sum, ← Finset.sum_div, Finset.sum_add_distrib,
          Finset.sum_const, Finset.card_univ, nsmul_eq_mul]
        ring
      exact gen (fun i => x i * x i)
    have bound : x ⬝ᵥ S *ᵥ x ≤
        x ⬝ᵥ threshold ε S *ᵥ x + (Fintype.card n : ℝ) * ε * (x ⬝ᵥ x) := by
      rw [expand S, expand (threshold ε S), ← total, ← Finset.sum_add_distrib]
      apply Finset.sum_le_sum
      intro i _
      rw [← Finset.sum_add_distrib]
      exact Finset.sum_le_sum fun j _ => term i j
    have hpos : 0 < x ⬝ᵥ x := by
      obtain ⟨i, hi⟩ := Function.ne_iff.mp hx
      exact Finset.sum_pos' (fun j _ => mul_self_nonneg (x j))
        ⟨i, Finset.mem_univ i, mul_self_pos.mpr hi⟩
    -- the gap exceeds the total error
    have hg := mul_pos (sub_pos.mpr hgap) hpos
    have hmx := hm x
    linarith

end

end OverlapThresholding
```

```lean
#print axioms OverlapThresholding.threshold_posDef_iff
#print axioms OverlapThresholding.thresholding_destroys_positivity
#print axioms OverlapThresholding.negative_squared_norm
#print axioms OverlapThresholding.threshold_posDef_of_gap
```

```
'OverlapThresholding.threshold_posDef_iff' depends on axioms: [propext, Classical.choice, Quot.sound]
'OverlapThresholding.thresholding_destroys_positivity' depends on axioms: [propext, Classical.choice, Quot.sound]
'OverlapThresholding.negative_squared_norm' depends on axioms: [propext, Classical.choice, Quot.sound]
'OverlapThresholding.threshold_posDef_of_gap' depends on axioms: [propext, Classical.choice, Quot.sound]
```

## Squared norms from the overlap matrix

For real normalised orbitals $\phi_0,\phi_1,\phi_2$, the overlap matrix has elements $S_{ij}=\langle\phi_i|\phi_j\rangle$, and $x\cdot Sx$ is the squared norm of $\sum_i x_i\phi_i$. It must be positive for every $x\neq0$ if the orbitals are linearly independent. In Lean this is `PosDef`, which also includes symmetry; the form is written `x ⬝ᵥ S *ᵥ x`.

The matrix `overlap s t` has unit diagonal, neighbour overlap $s$ and end-to-end overlap $t$. The main theorem, `thresholding_destroys_positivity`, says that `overlap (4 / 5) (1 / 2)` is positive definite, while every threshold with $1/2<\varepsilon\le4/5$ gives determinant $-7/25$. A positive definite matrix has a positive determinant, so the truncated matrix is not the overlap matrix of any independent orbitals.

The matrix elements are given numbers. That actual atomic orbitals at some geometry have these overlaps is a separate step.

## Three squares decide positivity

Put $u=x_0+x_2$ and $v=x_0-x_2$, the even and odd combinations of the end coefficients. Then $x_0^2+x_2^2=(u^2+v^2)/2$ and $2x_0x_2=(u^2-v^2)/2$, so

$$
\begin{aligned}
x\cdot Sx&=x_1^2+2s\,x_1u+x_0^2+x_2^2+2t\,x_0x_2\\
&=(x_1+su)^2+\tfrac{1+t-2s^2}{2}u^2+\tfrac{1-t}{2}v^2 .
\end{aligned}
$$

This is `overlap_form`, which `ring` verifies once the sums are expanded. The trial vectors $(1,0,-1)$ and $(1,-2s,1)$ give $2(1-t)$ and $2(1+t-2s^2)$; after normalisation to unit length these are $1-t$ and $(1+t-2s^2)/(1+2s^2)$. Positivity therefore requires $t<1$ and $2s^2<1+t$.

Conversely, under these conditions both coefficients are positive. If the sum were not positive, all three squares would vanish, giving $u=v=0$, then $x_1=0$, and so $x=0$. The `by_contra` steps in `overlap_posDef_iff` carry out this argument.

The determinant is

$$
1+2s^2t-2s^2-t^2=(1-t)(1+t-2s^2).
$$

## What the deleted corners were holding up

For $s=4/5$ and $t=1/2$, the condition reads $32/25<3/2$, which is true. `threshold_overlap` checks the entries one by one and shows that thresholding changes only $t$, to zero. The condition becomes $32/25<1$, which is false, and the determinant is $1-32/25=-7/25$.

The combination $(2,-3,2)$ shows the failure directly: its "squared norm" is $-11/5$, or $-11/85$ for the coefficient vector scaled to unit length. With the corners restored it is $9/5$.

In the limiting case $2s^2=1$, the truncated matrix is singular, and its quadratic form vanishes at the coefficient vector $(1,-2s,1)$.

The strict inequality in `threshold` matters at $\varepsilon=4/5$. Writing `≤` there would delete the neighbour overlaps too, leaving the identity matrix, which is positive definite, and the theorem would fail at that endpoint.

## A threshold that is safe in any finite dimension

Let $S$ be a real symmetric $N\times N$ matrix with $x\cdot Sx\ge m\,x\cdot x$ for all $x$. For $N\ge1$, the number $m$ is a lower bound on the smallest eigenvalue. `threshold_posDef_of_gap` says that $\varepsilon\ge0$ and $N\varepsilon<m$ keep the thresholded matrix $T$ positive definite.

A deleted element has $|S_{ij}|<\varepsilon$, hence

$$
S_{ij}x_ix_j\le\tfrac{\varepsilon}{2}(x_i^2+x_j^2).
$$

In Lean, `term` splits into deleted and kept elements; for kept ones the extra allowance is merely non-negative. Summing over all pairs gives $N\varepsilon\,x\cdot x$ (`total`), so

$$
x\cdot Tx\ge(m-N\varepsilon)\,x\cdot x>0\qquad(x\ne0).
$$

For sparse electronic-structure calculations in a finite real basis, this gives a sufficient condition for the truncated overlap matrix to have a Cholesky factorisation with an invertible factor, which can be used to reduce the generalised eigenvalue problem to an ordinary one. The condition is not necessary. It allows an error of $\varepsilon$ for every one of the $N^2$ elements, whether deleted or not, so for large $N$ it can demand a much smaller threshold than is needed.
